# Nested commutators of a product vanish beyond the summed orders of its factors

Standard coupled-cluster theory expands the transformed Hamiltonian \(e^{-T}He^{T}\) in nested commutators of the Hamiltonian \(H\) with a cluster operator \(T\) that contains only excitations, and stops after the fourth. For an \(H\) with at most two-body interactions this is no approximation, because the fifth commutator is zero. The reason is a count that holds in any ring, once each factor of a product is known to be annihilated by some number of commutators with \(T\).

## Adding the orders of the factors

Write \(\mathrm{ad}_T(X)=TX-XT\), and \(\mathrm{ad}_T^k\) for its \(k\)-fold application. Let \(c_0,\dots,c_{n-1}\) be ring elements and \(m_0,\dots,m_{n-1}\) natural numbers with

\[
\mathrm{ad}_T^{m_i+1}(c_i)=0\quad\text{for every } i .
\]

Call \(m_i\) the order of \(c_i\); it is an upper bound, and the commutators may vanish earlier. With \(M=\sum_i m_i\),

\[
\mathrm{ad}_T^{M+1}(c_0\cdots c_{n-1})=0,
\]
\[
\mathrm{ad}_T^{M}(c_0\cdots c_{n-1})=\frac{M!}{\prod_i m_i!}\;\mathrm{ad}_T^{m_0}(c_0)\cdots \mathrm{ad}_T^{m_{n-1}}(c_{n-1}).
\]

The factors need not commute, and their sequence is kept on both sides.

The numbers to add are the \(m_i\), not the vanishing orders \(m_i+1\). For four factors with \(m_i=1\), adding the vanishing orders gives 8. The eighth commutator is indeed zero, but so is the fifth, and a code that trusts the larger number evaluates orders five to seven for nothing.

## The fourth-order stop in coupled-cluster theory

The expansion in question is

\[
e^{-T}He^{T}=\sum_k \frac{(-1)^k}{k!}\,\mathrm{ad}_T^k(H).
\]

The sign appears because textbooks usually nest \([H,T]\), whereas \(\mathrm{ad}_T(H)=[T,H]\).

A two-body term of \(H\) is a number times a product of four creation and annihilation operators. The orbitals are taken to be orthonormal. The cluster operator is a sum, with numerical amplitudes as coefficients, of products of creators for orbitals empty in the reference determinant and annihilators for orbitals occupied in it, with an even number of operators in each product. These operators all anticommute with one another. The anticommutator of any elementary operator \(c\) with one of them is a number, so \([T,c]\) contains only operators of the same kind, an odd number in each product. It therefore commutes with \(T\), and \(\mathrm{ad}_T^2(c)=0\). Every factor has order 1, and the product of four is annihilated by five commutators. One-body terms, with two factors, stop earlier.

Unequal orders give a finer count. Operators of the kind that \(T\) is built from commute with \(T\) and have order 0. A term of \(H\) with only \(k\) operators of the other kind thus ends at order \(k\) at the latest, and at that order the multinomial coefficient \(k!\) cancels the \(1/k!\) of the expansion.

## From the product rule to the multinomial coefficient

**Product rule.** Adding and subtracting \(xTy\) gives

\[
Txy-xyT=(Tx-xT)y+x(Ty-yT).
\]

**Leibniz formula.** For every \(r\),

\[
\mathrm{ad}_T^r(xy)=\sum_{j+k=r}\binom{r}{j}\,\mathrm{ad}_T^j(x)\,\mathrm{ad}_T^k(y).
\]

At \(r=0\) both sides are \(xy\). Applying \(\mathrm{ad}_T\) once more raises either \(j\) or \(k\) by one in each term. The new coefficient of \(\mathrm{ad}_T^j(x)\,\mathrm{ad}_T^{r+1-j}(y)\) is \(\binom{r}{j-1}+\binom{r}{j}=\binom{r+1}{j}\), where \(\binom{r}{-1}=0\).

**Two factors.** Let \(x\) have order \(m\) and \(y\) order \(s\). Since \(\mathrm{ad}_T(0)=0\), all commutators of \(x\) beyond order \(m\) vanish, and likewise those of \(y\) beyond \(s\). If \(j+k=m+s+1\), then \(j>m\) or \(k>s\), so every Leibniz term is zero. If \(j+k=m+s\), the only pair that avoids both inequalities is \((m,s)\), so

\[
\mathrm{ad}_T^{m+s}(xy)=\binom{m+s}{m}\mathrm{ad}_T^m(x)\,\mathrm{ad}_T^s(y).
\]

**Any number of factors.** The empty product is 1, with \(M=0\): here \(\mathrm{ad}_T(1)=0\), and the second formula reads \(1=1\). For \(n+1\) factors, split off \(c_0\) and set \(y=c_1\cdots c_n\). By induction \(y\) has order \(s=m_1+\dots+m_n\), so the two-factor result gives termination beyond \(m_0+s\). At order \(m_0+s\) the coefficients combine as

\[
\binom{m_0+s}{m_0}\frac{s!}{m_1!\cdots m_n!}=\frac{(m_0+s)!}{m_0!\,m_1!\cdots m_n!}.
\]

**Sharpness.** Suppose \([T,x]=1\). The product rule and induction give \(\mathrm{ad}_T(x^{k+1})=(k+1)x^k\), hence

\[
\mathrm{ad}_T^m(x^m)=m\,\mathrm{ad}_T^{m-1}(x^{m-1})=\dots=m!
\]

for \(m\ge1\); at \(m=0\) both ends are 1. One further commutator gives zero, so \(x^m\) has order \(m\).

The relation \([T,x]=1\) is realised on polynomials \(p\) with rational coefficients in one variable \(X\) by differentiation and multiplication by \(X\), because \((Xp)'-Xp'=p\). The powers \(x^{m_0},\dots,x^{m_{n-1}}\) then multiply to \(x^M\), and the commutator of order \(M\) is \(M!\), which is not zero. For every choice of orders, therefore, the general bound is the best possible.

## Definitions and theorems in Lean

```lean
import Mathlib

open Finset Polynomial

namespace NestedCommutatorOrders

noncomputable section

variable {R : Type*} [Ring R]

/-- The commutator with `T`, that is `X ↦ T X - X T`, as an additive map. -/
def ad (T : R) : R →+ R where
  toFun X := T * X - X * T
  map_zero' := by simp
  map_add' X Y := by noncomm_ring

/-- The commutator with `T` obeys the product rule. -/
theorem ad_mul (T x y : R) : ad T (x * y) = ad T x * y + x * ad T y := by
  change T * (x * y) - x * y * T = (T * x - x * T) * y + x * (T * y - y * T)
  noncomm_ring

/-- Leibniz formula: the `n`-fold nested commutator of a product distributes over the two
factors with binomial weights. -/
theorem ad_iterate_mul (T x y : R) (n : ℕ) :
    (ad T)^[n] (x * y) =
      ∑ p ∈ antidiagonal n, n.choose p.1 • ((ad T)^[p.1] x * (ad T)^[p.2] y) := by
  induction n with
  | zero => simp
  | succ n ih =>
    rw [Finset.sum_antidiagonal_choose_succ_nsmul
      (fun i j => (ad T)^[i] x * (ad T)^[j] y) n,
      Function.iterate_succ_apply', ih, map_sum, ← Finset.sum_add_distrib]
    refine Finset.sum_congr rfl fun p hp => ?_
    rw [map_nsmul, ad_mul, Nat.choose_symm_of_eq_add (mem_antidiagonal.mp hp).symm,
      Function.iterate_succ_apply', Function.iterate_succ_apply', smul_add]
    exact add_comm _ _

/-- Once a nested commutator with `T` vanishes, all higher ones vanish. -/
theorem ad_iterate_eq_zero_of_lt (T : R) {x : R} {m k : ℕ}
    (h : (ad T)^[m + 1] x = 0) (hk : m < k) : (ad T)^[k] x = 0 := by
  obtain ⟨d, rfl⟩ := Nat.exists_eq_add_of_lt hk
  rw [show m + d + 1 = d + (m + 1) by omega, Function.iterate_add_apply, h,
    iterate_map_zero]

/-- If the nested commutators of `x` and `y` with `T` vanish beyond orders `m` and `n`, then the
`(m + n)`-fold one of `x y` equals its Leibniz term for the pair `(m, n)`. -/
theorem ad_iterate_mul_top (T : R) {x y : R} {m n : ℕ}
    (hx : (ad T)^[m + 1] x = 0) (hy : (ad T)^[n + 1] y = 0) :
    (ad T)^[m + n] (x * y) =
      (m + n).choose m • ((ad T)^[m] x * (ad T)^[n] y) := by
  rw [ad_iterate_mul]
  refine Finset.sum_eq_single (m, n) ?_ ?_
  · intro p hp hne
    have hs := mem_antidiagonal.mp hp
    rcases lt_or_ge m p.1 with h | h
    · rw [ad_iterate_eq_zero_of_lt T hx h, zero_mul, smul_zero]
    · have hn : n < p.2 := by
        by_contra hn
        exact hne (Prod.ext (show p.1 = m by omega) (show p.2 = n by omega))
      rw [ad_iterate_eq_zero_of_lt T hy hn, mul_zero, smul_zero]
  · intro h
    exact (h (HasAntidiagonal.mem_antidiagonal.mpr rfl)).elim

/-- Termination: if the nested commutators of each factor `c i` with `T` vanish beyond order
`m i`, those of the ordered product vanish beyond the sum of the orders. -/
theorem ad_iterate_prod (T : R) {n : ℕ} (c : Fin n → R) (m : Fin n → ℕ)
    (h : ∀ i, (ad T)^[m i + 1] (c i) = 0) :
    (ad T)^[(∑ i, m i) + 1] (List.ofFn c).prod = 0 := by
  induction n with
  | zero => simp [ad]
  | succ n ih =>
    have ht := ih (fun i => c i.succ) (fun i => m i.succ) fun i => h i.succ
    rw [Fin.sum_univ_succ, List.ofFn_succ, List.prod_cons, ad_iterate_mul]
    -- in every Leibniz term one of the two factors is beyond its order
    refine Finset.sum_eq_zero fun p hp => ?_
    have hs := mem_antidiagonal.mp hp
    rcases lt_or_ge (m 0) p.1 with h1 | h1
    · rw [ad_iterate_eq_zero_of_lt T (h 0) h1, zero_mul, smul_zero]
    · rw [ad_iterate_eq_zero_of_lt T ht (by omega), mul_zero, smul_zero]

/-- A multinomial coefficient splits into a binomial coefficient for the first entry and the
multinomial coefficient of the remaining ones. -/
theorem multinomial_succ {n : ℕ} (m : Fin (n + 1) → ℕ) :
    Nat.multinomial univ m = (m 0 + ∑ i : Fin n, m i.succ).choose (m 0) *
      Nat.multinomial univ (fun i : Fin n => m i.succ) := by
  have h1 := Nat.multinomial_spec univ m
  have h2 : (∏ i : Fin n, (m i.succ).factorial) *
      Nat.multinomial univ (fun i : Fin n => m i.succ) =
      (∑ i : Fin n, m i.succ).factorial := Nat.multinomial_spec _ _
  have h3 := Nat.choose_mul_factorial_mul_factorial
    (Nat.le_add_right (m 0) (∑ i : Fin n, m i.succ))
  rw [Nat.add_sub_cancel_left, ← h2] at h3
  rw [Fin.prod_univ_succ, Fin.sum_univ_succ, ← h3] at h1
  have hpos : 0 < (m 0).factorial * ∏ i : Fin n, (m i.succ).factorial :=
    Nat.mul_pos (Nat.factorial_pos _) (Finset.prod_pos fun i _ => Nat.factorial_pos _)
  exact Nat.eq_of_mul_eq_mul_left hpos (h1.trans (by ring))

/-- If the nested commutators of each `c i` with `T` vanish beyond order `m i`, the one of the
product at the summed order is a multinomial coefficient times the ordered product of the
`m i`-fold nested commutators of the factors. -/
theorem ad_iterate_prod_top (T : R) {n : ℕ} (c : Fin n → R) (m : Fin n → ℕ)
    (h : ∀ i, (ad T)^[m i + 1] (c i) = 0) :
    (ad T)^[∑ i, m i] (List.ofFn c).prod =
      Nat.multinomial univ m • (List.ofFn fun i => (ad T)^[m i] (c i)).prod := by
  induction n with
  | zero => simp
  | succ n ih =>
    have ht := ad_iterate_prod T (fun i => c i.succ) (fun i => m i.succ) fun i => h i.succ
    have hi := ih (fun i => c i.succ) (fun i => m i.succ) fun i => h i.succ
    simp only [Fin.sum_univ_succ, List.ofFn_succ, List.prod_cons]
    rw [ad_iterate_mul_top T (h 0) ht, hi, multinomial_succ, mul_smul_comm, smul_smul]

/-- If `[T, x] = 1`, the `m`-fold nested commutator of `x ^ m` with `T` is the number `m!`. -/
theorem ad_iterate_pow {T x : R} (h : ad T x = 1) (m : ℕ) :
    (ad T)^[m] (x ^ m) = m.factorial • (1 : R) := by
  -- one commutator differentiates the power
  have hd : ∀ k : ℕ, ad T (x ^ (k + 1)) = (k + 1) • x ^ k := by
    intro k
    induction k with
    | zero => simp [h]
    | succ k ih =>
      rw [pow_succ, ad_mul, ih, h, mul_one, smul_mul_assoc, ← pow_succ, ← succ_nsmul]
  have hs : ∀ (k a : ℕ) (y : R), (ad T)^[k] (a • y) = a • (ad T)^[k] y := by
    intro k a y
    induction k with
    | zero => rfl
    | succ k ih => rw [Function.iterate_succ_apply', ih, map_nsmul,
        Function.iterate_succ_apply']
  induction m with
  | zero => simp
  | succ m ih =>
    rw [Function.iterate_succ_apply, hd, hs, ih, smul_smul, Nat.factorial_succ]

/-- The derivative acting on rational polynomials. -/
def gradient : Module.End ℚ ℚ[X] := Polynomial.derivative

/-- The position operator: multiplication of rational polynomials by the variable. -/
def position : Module.End ℚ ℚ[X] := LinearMap.mulLeft ℚ (X : ℚ[X])

/-- Sharpness for all orders `m i`: the powers `position ^ m i` have vanishing nested commutators
with the gradient beyond order `m i`, yet that of their product at the summed order is nonzero. -/
theorem ad_iterate_prod_witness {n : ℕ} (m : Fin n → ℕ) :
    (∀ i, (ad gradient)^[m i + 1] (position ^ m i) = 0) ∧
      (ad gradient)^[∑ i, m i] (List.ofFn fun i => position ^ m i).prod ≠ 0 := by
  have hc : ad gradient position = 1 := by
    refine LinearMap.ext fun p => ?_
    change derivative (X * p) - X * derivative p = p
    rw [derivative_mul, derivative_X]
    ring
  have hp : (List.ofFn fun i => position ^ m i).prod = position ^ (∑ i, m i) := by
    induction n with
    | zero => simp
    | succ n ih =>
      have hi := ih fun i => m i.succ
      simp only [List.ofFn_succ, List.prod_cons, Fin.sum_univ_succ, pow_add, hi]
  constructor
  · intro i
    rw [Function.iterate_succ_apply', ad_iterate_pow hc, map_nsmul]
    simp [ad]
  · rw [hp, ad_iterate_pow hc]
    intro h0
    -- evaluate on the constant polynomial 1
    have h1 := congrArg (fun f : Module.End ℚ ℚ[X] => (f 1).coeff 0) h0
    simp [Nat.factorial_ne_zero] at h1

end

end NestedCommutatorOrders
```

```lean
#print axioms NestedCommutatorOrders.ad_iterate_prod_top
-- 'NestedCommutatorOrders.ad_iterate_prod_top' depends on axioms: [propext, Classical.choice, Quot.sound]
```

## Operators as ring elements, products as lists

The type `R` with `Ring R` is the operator algebra. It can be a matrix ring, the algebra of fermion operators, or the linear maps on an infinite-dimensional space. No Hilbert space, adjoint or norm is assumed. The commutator `ad T` is an additive map, and `(ad T)^[k]` is its \(k\)-fold iterate, not a power of a number.

The factors are a function `c : Fin n → R`, numbered from 0, and `(List.ofFn c).prod` multiplies them from left to right. A list is used because the usual product over a finite set presupposes commuting factors. The hypothesis `h` in `ad_iterate_prod` and `ad_iterate_prod_top` is the condition \(\mathrm{ad}_T^{m_i+1}(c_i)=0\) for each `i`. The first theorem states termination. The second gives the commutator at the summed order, with `Nat.multinomial univ m` as its coefficient and `•` for multiplication by a natural number.

In `ad_iterate_prod_witness`, `gradient` is the plain derivative \(d/dX\) on rational polynomials, without the factor \(-i\hbar\) of the momentum operator, and `position` multiplies by \(X\). The theorem says that the powers `position ^ m i` meet the hypothesis for any `m`, while the commutator of their product at the summed order is nonzero.

## Leibniz sums in the Lean proof

`ad_mul` is the product rule, settled by `noncomm_ring`. In `ad_iterate_mul`, whose `n` is the number of commutators and not of factors, the library lemma `Finset.sum_antidiagonal_choose_succ_nsmul` supplies Pascal's rule for the whole sum. The two sides are then compared term by term.

`ad_iterate_eq_zero_of_lt` records that a vanished commutator stays zero at higher orders. `ad_iterate_mul_top` isolates the pair `(m, n)` with `Finset.sum_eq_single`; for any other pair, the case split on `m < p.1` finds the factor that is beyond its order. `ad_iterate_prod` makes the same split inside an induction on the number of factors, and `omega` does the counting.

`multinomial_succ` proves the splitting of the coefficient by writing both sides with factorials and cancelling a positive product. `ad_iterate_prod_top` combines it with the two-factor formula and the induction hypothesis.

In `ad_iterate_pow`, the auxiliary fact `hd` differentiates a power and `hs` moves integer multiples through the iterates. The witness theorem checks \([T,x]=1\) from the product rule for derivatives and collects the powers into one. To see that \(M!\) times the identity is not the zero operator, it applies it to the constant polynomial 1 and reads off the constant coefficient.

## Fermions, unitary variants and truncated bases

The step from the ring to coupled-cluster theory is the claim that each creation or annihilation operator has order at most 1. It was derived above from the anticommutation relations, and neither it nor the exponential expansion is part of the Lean development. Given that step, the stop at fourth order holds for Hamiltonians with at most two-body interactions and a \(T\) made of pure excitations.

The hypothesis on the factors does fail in unitary coupled cluster, where de-excitations enter the exponent. Take one occupied orbital \(i\), one empty orbital \(a\), and \(T=a_a^\dagger a_i-a_i^\dagger a_a\). Then

\[
[T,a_i^\dagger]=a_a^\dagger,\qquad [T,a_a^\dagger]=-a_i^\dagger .
\]

The nested commutators of the single factor \(a_i^\dagger\) cycle through these operators and never vanish. Multiplying by identity operators, which have order 0, changes nothing, so it is not enough to impose the hypothesis on all factors but one.

The formula at order \(M\) does not say that this commutator is nonzero in a given calculation. The product on the right may vanish, and in some rings the integer coefficient is itself zero. The sharpness example concerns polynomial operators, and gives no lower bound for a particular cluster operator.

That example also needs an infinite-dimensional space. For real or complex matrices of finite size at least 1, the trace of a commutator is zero while the trace of the identity is not, so \([T,x]=1\) is impossible. A code that represents position and derivative in a truncated basis has to check the orders of its matrices afresh before it cuts off a series. With floating-point matrices, a commutator that should vanish will usually leave a rounding residue, whose size the theorems do not bound.
